# Para-positronium: the leading-order annihilation rate from an exponential density

## A rate that reads the density at contact

The annihilation rate is modelled here as a functional of a density $\rho(\mathbf r)$ in the relative position $\mathbf r$ of electron and positron, evaluated at contact, $\mathbf r=0$. Normalization is then a separate condition on $\rho$, and one can ask exactly when the familiar rate follows.

Let $x$ be the fine-structure constant, $a$ the hydrogen Bohr radius, $c$ the speed of light and $r_0=x^2a$ the classical electron radius. The rate is

$$\Gamma = 4\pi r_0^2\,c\,\rho(0).$$

This formula is postulated. It stands for the leading-order two-photon annihilation of a slow pair in the spin singlet: $4\pi r_0^2c$ is cross section times relative velocity, and $\rho(0)$ is the probability density at contact.

## Why the density is exponential

The reduced mass of positronium is $m/2$, where $m$ is the electron mass. In hartree, the s-wave Hamiltonian acts on a reduced radial function $u$ as $-a^2u''-(a/r)u$. For $u=r\,e^{-r/(2a)}$,

$$u'=\Big(1-\frac{r}{2a}\Big)e^{-r/(2a)},\qquad u''=\Big(-\frac1a+\frac{r}{4a^2}\Big)e^{-r/(2a)}.$$

Hence

$$-a^2u''-\frac ar u=\Big(a-\frac r4-a\Big)e^{-r/(2a)}=-\frac14u.$$

This $u$ has no node at $r>0$ and belongs to the 1s ground state, the state considered here. Its density is proportional to $u^2/r^2=e^{-r/a}$, so it has the form $\rho(\mathbf r)=A\,e^{-|\mathbf r|/a}$ with a constant $A$.

## Normalization, rate and lifetime

Substituting $t=r/a$ gives

$$\int_0^\infty r^2e^{-r/a}\,dr=a^3\int_0^\infty t^2e^{-t}\,dt=2a^3.$$

The angular integration contributes $4\pi$, so $\int\rho\,d^3r=8\pi a^3A$. This equals 1 exactly when $A=1/(8\pi a^3)$.

At contact $\rho(0)=A$, so $\Gamma=4\pi x^4a^2c\,A$. For the normalized density,

$$\Gamma=\frac{4\pi x^4a^2c}{8\pi a^3}=\frac{x^4c}{2a}.$$

Conversely, the prefactor $4\pi x^4a^2c$ is nonzero, so this value of $\Gamma$ forces $A=1/(8\pi a^3)$. Inserting $a=\hbar/(mcx)$ gives $\Gamma=x^5mc^2/(2\hbar)$.

The lifetime is $\tau=1/\Gamma=2a/(x^4c)$. For $x=1/137.036$, $a=5.2918\times10^{-11}$ m and $c=2.998\times10^8$ m/s it is about 124.5 ps.

## The statements in Lean

`Position` is three-dimensional Euclidean space, and `density A a` is the function $\rho$ on it. Normalization is the Lebesgue integral over that space being 1. `annihilationRate` accepts any density and evaluates it at `0`; `lifetime` is its inverse.

`rate_eq_iff_normalized` says that, for positive $x$, $a$ and $c$, the rate equals $x^4c/(2a)$ if and only if the density is normalized. `lifetime_bounds` assumes normalization and places the leading-order lifetime strictly between 124 and 125 ps. All quantities are real numbers, with SI units understood in the numerical theorem.

`radial_schroedinger` verifies the eigenvalue equation at each $r>0$; it does not identify the state as the ground state. Radiative corrections and other decay channels are left out, so the numerical bounds concern the leading-order lifetime, not the corrected one. Calculations of positron lifetimes in solids also rest on the electron density at the positron, but the model here is a single isolated pair in vacuum.

```lean
import Mathlib

open MeasureTheory Set
open scoped Real

namespace ParaPositronium

noncomputable section

/-- Relative positions of electron and positron in three-dimensional space. -/
abbrev Position := EuclideanSpace ℝ (Fin 3)

/-- The exponential density `A exp(-r/a)` at relative position `r`. -/
def density (A a : ℝ) (r : Position) : ℝ := A * Real.exp (-‖r‖ / a)

/-- The classical electron radius `x² a`, for fine-structure constant `x` and Bohr radius `a`. -/
def classicalRadius (x a : ℝ) : ℝ := x ^ 2 * a

/-- The leading-order two-photon annihilation rate `4π r₀² c ρ(0)` of the spin singlet, with `r₀`
the classical electron radius and `ρ(0)` the density at contact. -/
def annihilationRate (x a c : ℝ) (ρ : Position → ℝ) : ℝ :=
  4 * π * classicalRadius x a ^ 2 * c * ρ 0

/-- The lifetime against annihilation, the inverse of the rate. -/
def lifetime (x a c : ℝ) (ρ : Position → ℝ) : ℝ := 1 / annihilationRate x a c ρ

/-- The s-wave radial Hamiltonian of positronium in hartree, acting on a reduced radial
function `u`; the reduced mass is half the electron mass and `a` is the Bohr radius. -/
def radialHamiltonian (a : ℝ) (u : ℝ → ℝ) (r : ℝ) : ℝ :=
  -a ^ 2 * deriv (deriv u) r - a / r * u r

/-- The reduced radial function `r exp(-r/(2a))`, without normalization. -/
def radialWave (a r : ℝ) : ℝ := r * Real.exp (-r / (2 * a))

/-- The function `r exp(-r/(2a))` solves the radial Schrödinger equation of positronium
with energy `-1/4` hartree. -/
theorem radial_schroedinger {a r : ℝ} (ha : 0 < a) (hr : 0 < r) :
    radialHamiltonian a (radialWave a) r = -(1 / 4) * radialWave a r := by
  have he : ∀ s : ℝ, HasDerivAt (fun t : ℝ => Real.exp (-t / (2 * a)))
      (Real.exp (-s / (2 * a)) * (-1 / (2 * a))) s := fun s =>
    ((hasDerivAt_id' s).fun_neg.div_const (2 * a)).exp
  -- first derivative, at every point
  have h1 : deriv (radialWave a) =
      fun s : ℝ => (1 - s / (2 * a)) * Real.exp (-s / (2 * a)) := by
    funext s
    have h : HasDerivAt (radialWave a)
        (1 * Real.exp (-s / (2 * a)) + s * (Real.exp (-s / (2 * a)) * (-1 / (2 * a)))) s :=
      (hasDerivAt_id' s).fun_mul (he s)
    rw [h.deriv]
    ring
  -- second derivative
  have hl : HasDerivAt (fun t : ℝ => 1 - t / (2 * a)) (-(1 / (2 * a))) r :=
    ((hasDerivAt_id' r).div_const (2 * a)).const_sub 1
  have h2 := (hl.fun_mul (he r)).deriv
  unfold radialHamiltonian
  rw [h1, h2]
  unfold radialWave
  generalize Real.exp (-r / (2 * a)) = e
  field_simp
  ring

/-- The square of the reduced radial function is `r²` times the exponential density with
unit prefactor. -/
theorem radialWave_sq (a : ℝ) (r : Position) :
    radialWave a ‖r‖ ^ 2 = ‖r‖ ^ 2 * density 1 a r := by
  have h : Real.exp (-‖r‖ / a) = Real.exp (-‖r‖ / (2 * a)) ^ 2 := by
    rw [← Real.exp_nat_mul]
    congr 1
    push_cast
    ring
  unfold radialWave density
  rw [h]
  ring

/-- The radial integral of `r² exp(-r/a)` over the half-line is `2a³`. -/
theorem radial_integral {a : ℝ} (ha : 0 < a) :
    ∫ r in Ioi (0 : ℝ), r ^ 2 * Real.exp (-r / a) = 2 * a ^ 3 := by
  have h := Real.integral_rpow_mul_exp_neg_mul_Ioi (a := 3) (r := 1 / a)
    (by norm_num) (by positivity)
  have hG : Real.Gamma 3 = 2 := by
    rw [show (3 : ℝ) = ((2 : ℕ) : ℝ) + 1 by norm_num, Real.Gamma_nat_eq_factorial]
    norm_num [Nat.factorial]
  have hp : (1 / (1 / a)) ^ (3 : ℝ) = a ^ 3 := by
    rw [one_div_one_div]
    exact_mod_cast Real.rpow_natCast a 3
  calc ∫ r in Ioi (0 : ℝ), r ^ 2 * Real.exp (-r / a)
      = ∫ t in Ioi (0 : ℝ), t ^ ((3 : ℝ) - 1) * Real.exp (-(1 / a * t)) := by
        refine setIntegral_congr_fun measurableSet_Ioi (fun t _ => ?_)
        have e1 : t ^ ((3 : ℝ) - 1) = t ^ 2 := by
          rw [show (3 : ℝ) - 1 = ((2 : ℕ) : ℝ) by norm_num, Real.rpow_natCast]
        have e2 : -(1 / a * t) = -t / a := by ring
        simp only [e1, e2]
    _ = 2 * a ^ 3 := by
        rw [h, hp, hG]
        ring

/-- The exponential density integrates over all space to `8π a³ A`. -/
theorem integral_density {a : ℝ} (ha : 0 < a) (A : ℝ) :
    ∫ r : Position, density A a r = 8 * π * a ^ 3 * A := by
  have h := integral_fun_norm_addHaar (volume : Measure Position)
    (fun r : ℝ => A * Real.exp (-r / a))
  have hd : Module.finrank ℝ Position = 3 := by simp
  have hv : (volume : Measure Position).real (Metric.ball 0 1) = 4 / 3 * π := by
    rw [Measure.real, EuclideanSpace.volume_ball_fin_three, ENNReal.ofReal_one, one_pow,
      one_mul, ENNReal.toReal_ofReal (by positivity)]
    ring
  have hr : ∫ y in Ioi (0 : ℝ), y ^ (3 - 1) • (A * Real.exp (-y / a)) = A * (2 * a ^ 3) := by
    rw [← radial_integral ha, ← integral_const_mul]
    refine setIntegral_congr_fun measurableSet_Ioi (fun t _ => ?_)
    change t ^ 2 * (A * Real.exp (-t / a)) = A * (t ^ 2 * Real.exp (-t / a))
    ring
  -- polar coordinates: three times the ball volume times the radial integral
  rw [hd, hv] at h
  refine h.trans ?_
  rw [hr]
  simp only [nsmul_eq_mul, smul_eq_mul]
  push_cast
  ring

/-- The exponential density is normalized exactly when `A = 1/(8π a³)`. -/
theorem normalized_iff {a : ℝ} (ha : 0 < a) (A : ℝ) :
    ∫ r : Position, density A a r = 1 ↔ A = 1 / (8 * π * a ^ 3) := by
  rw [integral_density ha, eq_div_iff (by positivity), mul_comm]

/-- The leading-order para-positronium annihilation rate equals `x⁴ c/(2a)` exactly when the
exponential density is normalized. -/
theorem rate_eq_iff_normalized {x a c : ℝ} (hx : 0 < x) (ha : 0 < a) (hc : 0 < c) (A : ℝ) :
    annihilationRate x a c (density A a) = x ^ 4 * c / (2 * a) ↔
      ∫ r : Position, density A a r = 1 := by
  have h0 : density A a 0 = A := by simp [density]
  have hk : 4 * π * (x ^ 2 * a) ^ 2 * c ≠ 0 := by positivity
  -- the rate carried by the normalized contact density
  have key : 4 * π * (x ^ 2 * a) ^ 2 * c * (1 / (8 * π * a ^ 3)) = x ^ 4 * c / (2 * a) := by
    field_simp
    ring
  rw [normalized_iff ha]
  unfold annihilationRate classicalRadius
  rw [h0, ← key]
  exact ⟨fun h => mul_left_cancel₀ hk h, fun h => by rw [h]⟩

/-- With the Bohr radius `ħ/(m c x)` and a normalized density, the leading-order annihilation rate
is `x⁵ m c²/(2ħ)`. -/
theorem rate_fine_structure {x m c hbar A : ℝ} (hx : 0 < x) (hm : 0 < m) (hc : 0 < c)
    (hh : 0 < hbar) (hA : ∫ r : Position, density A (hbar / (m * c * x)) r = 1) :
    annihilationRate x (hbar / (m * c * x)) c (density A (hbar / (m * c * x))) =
      x ^ 5 * m * c ^ 2 / (2 * hbar) := by
  rw [(rate_eq_iff_normalized hx (by positivity) hc A).2 hA]
  field_simp

/-- For `x = 1/137.036`, `a = 5.2918e-11` m, `c = 2.998e8` m/s and a normalized density, the
leading-order para-positronium lifetime lies between 124 and 125 picoseconds. -/
theorem lifetime_bounds {A : ℝ} (hA : ∫ r : Position, density A 5.2918e-11 r = 1) :
    124e-12 < lifetime (1 / 137.036) 5.2918e-11 2.998e8 (density A 5.2918e-11) ∧
      lifetime (1 / 137.036) 5.2918e-11 2.998e8 (density A 5.2918e-11) < 125e-12 := by
  unfold lifetime
  rw [(rate_eq_iff_normalized (by norm_num) (by norm_num) (by norm_num) A).2 hA]
  constructor <;> norm_num

end

end ParaPositronium
```

```lean
#print axioms ParaPositronium.radialWave_sq
#print axioms ParaPositronium.rate_eq_iff_normalized
#print axioms ParaPositronium.rate_fine_structure
#print axioms ParaPositronium.lifetime_bounds
```

```
'ParaPositronium.radialWave_sq' depends on axioms: [propext, Classical.choice, Quot.sound]
'ParaPositronium.rate_eq_iff_normalized' depends on axioms: [propext, Classical.choice, Quot.sound]
'ParaPositronium.rate_fine_structure' depends on axioms: [propext, Classical.choice, Quot.sound]
'ParaPositronium.lifetime_bounds' depends on axioms: [propext, Classical.choice, Quot.sound]
```

## How the proof follows the calculation

In `radial_schroedinger`, `he` differentiates the exponential. `h1` gives $u'$ as an equality of functions, so it can be rewritten inside the second derivative, and `h2` supplies $u''$. The common exponential is then replaced by a symbol `e`, leaving algebra for `field_simp` and `ring`. `radialWave_sq` links this function to the density by writing $e^{-r/a}$ as the square of $e^{-r/(2a)}$.

`radial_integral` uses Mathlib's Gamma-function integral with $\Gamma(3)=2$; the `calc` block matches its real exponent $3-1$ to the power $r^2$. `integral_density` passes to three dimensions through `integral_fun_norm_addHaar`, which yields the dimension times the unit-ball volume times the radial integral. The factor $3\cdot\frac{4\pi}{3}$ is the $4\pi$ of the angular integration. `normalized_iff` solves the result for $A$.

In `rate_eq_iff_normalized`, `key` computes the rate at the normalized $A$. Substitution proves one direction, and cancelling the nonzero prefactor `hk` proves the other. `rate_fine_structure` applies this equivalence and inserts the Bohr radius.

`lifetime_bounds` uses the same equivalence to replace the rate by $x^4c/(2a)$. No $\pi$ remains, so both inequalities compare rational numbers, which `norm_num` decides exactly.
